# In the Hund exchange model, a determinant with k down spins lies Jk below a highest-weight spin state with k down spins

An open shell with one electron in each of M orbitals can be given k down spins by writing a single Slater determinant, but such a determinant is generally not a state of definite total spin. How far is its exchange energy from that of the low-spin state it is meant to represent?

In Lean 4 with Mathlib:

```lean
import Mathlib

open Finset Function
open scoped ComplexConjugate

namespace HundSpinFlip

noncomputable section

/-- A spin configuration of `M` singly occupied orbitals; `true` means spin down. -/
abbrev Config (M : ℕ) := Fin M → Bool

/-- A spin state: a complex amplitude for each configuration. -/
abbrev State (M : ℕ) := Config M → ℂ

variable {M : ℕ}

/-- The number of down spins in a configuration. -/
def downs (s : Config M) : ℕ := (univ.filter (fun i => s i = true)).card

/-- The operator that swaps the spins of orbitals `i` and `j`. -/
def exchange (i j : Fin M) (ψ : State M) : State M := fun s => ψ (s ∘ Equiv.swap i j)

/-- The Hund Hamiltonian `J ∑_{i<j} (1 - swap_ij)`. -/
def hund (J : ℝ) (ψ : State M) : State M := fun s =>
  (J : ℂ) * ∑ i, ∑ j, if i < j then ψ s - exchange i j ψ s else 0

/-- Total `S⁺`, which turns one down spin up, summed over all orbitals. -/
def raise (ψ : State M) : State M := fun s =>
  ∑ i, if s i = true then 0 else ψ (update s i true)

/-- Total `S⁻`, which turns one up spin down, summed over all orbitals. -/
def lower (ψ : State M) : State M := fun s =>
  ∑ i, if s i = true then ψ (update s i false) else 0

/-- The state has amplitude only on configurations with `k` down spins. -/
def HasDowns (k : ℕ) (ψ : State M) : Prop := ∀ s, ψ s ≠ 0 → downs s = k

/-- The single determinant with spin configuration `s`. -/
def determinant (s : Config M) : State M := fun t => if t = s then 1 else 0

/-- The matrix element `⟨ψ|H|ψ⟩` of the Hund Hamiltonian. -/
def energy (J : ℝ) (ψ : State M) : ℂ := ∑ s, conj (ψ s) * hund J ψ s

/-- A sum over pairs `i < j` of `g i j + g j i` is the sum of `g` over all ordered pairs,
if `g` vanishes on the diagonal. -/
theorem sum_pairs (f g : Fin M → Fin M → ℂ) (hg : ∀ i, g i i = 0)
    (h : ∀ i j, f i j = g i j + g j i) :
    (∑ i, ∑ j, if i < j then f i j else 0) = ∑ i, ∑ j, g i j := by
  have h1 : (∑ i, ∑ j, if i < j then g j i else 0) =
      ∑ i, ∑ j, if j < i then g i j else 0 := Finset.sum_comm
  calc (∑ i, ∑ j, if i < j then f i j else 0)
      = (∑ i, ∑ j, if i < j then g i j else 0) +
        (∑ i, ∑ j, if i < j then g j i else 0) := by
        simp only [← Finset.sum_add_distrib]
        refine sum_congr rfl fun i _ => sum_congr rfl fun j _ => ?_
        rw [h]
        split_ifs <;> simp
    _ = ∑ i, ∑ j, g i j := by
        rw [h1]
        simp only [← Finset.sum_add_distrib]
        refine sum_congr rfl fun i _ => sum_congr rfl fun j _ => ?_
        rcases lt_trichotomy i j with hij | hij | hij
        · rw [if_pos hij, if_neg (not_lt_of_ge hij.le), add_zero]
        · subst hij
          simp [hg]
        · rw [if_neg (not_lt_of_ge hij.le), if_pos hij, zero_add]

/-- Only antiparallel pairs contribute to the amplitude of `H ψ` at a configuration `s`. -/
theorem hund_antiparallel (J : ℝ) (ψ : State M) (s : Config M) :
    hund J ψ s = (J : ℂ) * ∑ i, ∑ j,
      if s i = true then (if s j = true then 0 else ψ s - exchange i j ψ s) else 0 := by
  have same : ∀ i j, s i = s j → s ∘ Equiv.swap i j = s := by
    intro i j h
    funext x
    simp only [comp_apply, Equiv.swap_apply_def]
    split_ifs with h1 h2
    · rw [h1, h]
    · rw [h2, h]
    · rfl
  unfold hund
  congr 1
  refine sum_pairs _ _ (fun i => ?_) (fun i j => ?_)
  · by_cases h : s i = true <;> simp [h]
  · by_cases hi : s i = true <;> by_cases hj : s j = true
    · simp [hi, hj, exchange, same i j (hi.trans hj.symm)]
    · simp [hi, hj]
    · simp [hi, hj, exchange, Equiv.swap_comm i j]
    · have h : s i = s j := by simp_all
      simp [hi, hj, exchange, same i j h]

/-- Summing a constant over the down spins, or over the up spins, gives their number times the
constant. -/
theorem sum_spins (s : Config M) (c : ℂ) :
    (∑ i, if s i = true then c else 0) = downs s * c ∧
    (∑ i, if s i = true then 0 else c) = ((M : ℂ) - downs s) * c := by
  have h : (∑ i, if s i = true then c else 0) = downs s * c := by
    rw [← Finset.sum_filter, Finset.sum_const, nsmul_eq_mul]
    rfl
  refine ⟨h, ?_⟩
  have h2 : (∑ i, if s i = true then 0 else c) + (∑ i, if s i = true then c else 0)
      = (M : ℂ) * c := by
    rw [← Finset.sum_add_distrib]
    have : ∀ i, ((if s i = true then 0 else c) + (if s i = true then c else 0)) = c := by
      intro i
      split_ifs <;> simp
    simp [this]
  linear_combination h2 - h

/-- On configurations with `k` down spins, `H = J (k (M - k + 1) - S⁻S⁺)`. -/
theorem hund_eq_ladder (J : ℝ) (ψ : State M) (s : Config M) :
    hund J ψ s = (J : ℂ) *
      (downs s * ((M : ℂ) - downs s + 1) * ψ s - lower (raise ψ) s) := by
  -- turning down spin `i` up, then an up spin down, restores `s` or exchanges an antiparallel pair
  have inner : ∀ i, s i = true → raise ψ (update s i false) =
      ψ s + ∑ j, if s j = true then 0 else exchange i j ψ s := by
    intro i hi
    calc raise ψ (update s i false) = ∑ j, ((if j = i then ψ s else 0) +
          (if s j = true then 0 else exchange i j ψ s)) := by
          unfold raise
          refine sum_congr rfl fun j _ => ?_
          by_cases hj : j = i
          · subst hj
            have hu : update s j true = s := by rw [← hi, update_eq_self]
            simp [hi, hu]
          · by_cases hs : s j = true
            · simp [hj, hs]
            · have hf : update (update s i false) j true = s ∘ Equiv.swap i j := by
                funext x
                simp only [comp_apply, Equiv.swap_apply_def, update_apply]
                split_ifs <;> simp_all
              simp [hj, hs, exchange, hf]
      _ = _ := by
          rw [Finset.sum_add_distrib]
          simp
  rw [hund_antiparallel]
  congr 1
  calc _ = ∑ i, ((if s i = true then ((M : ℂ) - downs s + 1) * ψ s else 0) -
        (if s i = true then raise ψ (update s i false) else 0)) := by
        refine sum_congr rfl fun i _ => ?_
        by_cases hi : s i = true
        · have h2 : (∑ j, if s j = true then 0 else ψ s - exchange i j ψ s) =
              ((M : ℂ) - downs s) * ψ s -
                ∑ j, if s j = true then 0 else exchange i j ψ s := by
            rw [← (sum_spins s (ψ s)).2, ← Finset.sum_sub_distrib]
            refine sum_congr rfl fun j _ => ?_
            split_ifs <;> simp
          simp only [if_pos hi]
          rw [h2, inner i hi]
          ring
        · simp [hi]
    _ = _ := by
        rw [Finset.sum_sub_distrib, (sum_spins s _).1, mul_assoc]
        rfl

/-- A single determinant with `k` down spins has energy expectation `J k (M - k)`. -/
theorem determinant_energy (J : ℝ) (s : Config M) :
    energy J (determinant s) = (J : ℂ) * downs s * ((M : ℂ) - downs s) := by
  have h1 : determinant s s = 1 := by simp [determinant]
  unfold energy
  rw [Finset.sum_eq_single s (fun t _ ht => by simp [determinant, ht]) (by simp),
    h1, map_one, one_mul, hund_antiparallel, mul_assoc, ← (sum_spins s _).1]
  congr 1
  refine sum_congr rfl fun i _ => ?_
  by_cases hi : s i = true
  · simp only [if_pos hi]
    rw [← mul_one ((M : ℂ) - downs s), ← (sum_spins s 1).2]
    refine sum_congr rfl fun j _ => ?_
    by_cases hj : s j = true
    · simp [hj]
    · -- exchanging antiparallel spins gives an orthogonal determinant
      have hne : s ∘ Equiv.swap i j ≠ s := by
        intro e
        have h := congrFun e i
        rw [comp_apply, Equiv.swap_apply_left] at h
        exact hj (h.trans hi)
      simp [hj, exchange, determinant, hne]
  · simp [hi]

/-- A state with `k` down spins annihilated by total `S⁺` obeys
`H ψ = J k (M - k + 1) ψ`. -/
theorem highest_weight_energy (J : ℝ) {k : ℕ} {ψ : State M} (hk : HasDowns k ψ)
    (hψ : raise ψ = 0) :
    hund J ψ = ((J : ℂ) * k * ((M : ℂ) - k + 1)) • ψ := by
  funext s
  have h0 : lower (raise ψ) s = 0 := by simp [hψ, lower]
  rw [hund_eq_ladder, h0, Pi.smul_apply, smul_eq_mul]
  by_cases hs : ψ s = 0
  · simp [hs]
  · rw [hk s hs]
    ring

/-- The energy of a determinant with `k` down spins is that of any normalised `k`-down state
annihilated by total `S⁺`, minus `J k`. -/
theorem determinant_underestimates (J : ℝ) {k : ℕ} {ψ : State M} (hk : HasDowns k ψ)
    (hψ : raise ψ = 0) (hn : ∑ s, conj (ψ s) * ψ s = 1) (s : Config M) (hs : downs s = k) :
    energy J (determinant s) = energy J ψ - (J : ℂ) * k := by
  have hE : energy J ψ = (J : ℂ) * k * ((M : ℂ) - k + 1) := by
    unfold energy
    rw [highest_weight_energy J hk hψ]
    calc _ = ∑ t, ((J : ℂ) * k * ((M : ℂ) - k + 1)) * (conj (ψ t) * ψ t) := by
          refine sum_congr rfl fun t _ => ?_
          rw [Pi.smul_apply, smul_eq_mul]
          ring
      _ = _ := by rw [← Finset.mul_sum, hn, mul_one]
  rw [determinant_energy, hE, hs]
  ring

/-- For two orbitals, the difference of the down-up and up-down determinants is non-zero, has
one down spin and is annihilated by total `S⁺`. -/
theorem highest_weight_witness :
    determinant ![true, false] - determinant ![false, true] ≠ 0 ∧
    HasDowns 1 (determinant ![true, false] - determinant ![false, true]) ∧
    raise (determinant ![true, false] - determinant ![false, true]) = 0 := by
  refine ⟨fun h => ?_, fun s hs => ?_, ?_⟩
  · have h1 := congrFun h ![true, false]
    simp [determinant] at h1
  · by_cases h1 : s = ![true, false]
    · rw [h1]
      decide
    · by_cases h2 : s = ![false, true]
      · rw [h2]
        decide
      · exact absurd (by simp [determinant, h1, h2]) hs
  · -- the two spin flips reach the all-up configuration with opposite signs
    have key : ∀ s : Config 2,
        (update s 0 true = ![true, false] ↔ s 1 = false) ∧
        (¬ update s 0 true = ![false, true]) ∧
        (¬ update s 1 true = ![true, false]) ∧
        (update s 1 true = ![false, true] ↔ s 0 = false) := by decide
    funext s
    obtain ⟨k1, k2, k3, k4⟩ := key s
    cases h0 : s 0 <;> cases h1 : s 1 <;>
      simp [raise, determinant, Fin.sum_univ_two, k1, k2, k3, k4, h0, h1]

end

end HundSpinFlip
```

```lean
#print axioms HundSpinFlip.highest_weight_energy
#print axioms HundSpinFlip.determinant_underestimates
```

```
'HundSpinFlip.highest_weight_energy' depends on axioms: [propext, Classical.choice, Quot.sound]
'HundSpinFlip.determinant_underestimates' depends on axioms: [propext, Classical.choice, Quot.sound]
```

## Two energies for the same number of down spins

The Hamiltonian is

H = J Σ (1 − swap_ij), summed over pairs i < j,

where swap_ij exchanges the spins of orbitals i and j. `determinant_energy` says that a configuration with k down spins has expectation

E_det = J k (M − k).

`highest_weight_energy` concerns any state ψ that has amplitude only on k-down configurations and satisfies S⁺ψ = 0. It says that

Hψ = J k (M − k + 1) ψ.

`determinant_underestimates` combines the two: if ψ is also normalised, the determinant's energy equals that of ψ minus Jk. The identity holds for every real J. For J > 0 and k ≥ 1 the determinant is too low, for J < 0 it is too high, and for k = 0 the two energies agree.

The smallest interesting case has M = 2 and k = 1. `highest_weight_witness` shows that the difference of the down-up and up-down determinants is non-zero, has one down spin and is annihilated by S⁺. Divided by √2, it is the normalised singlet, with energy 2J, while either determinant has energy J.

## From Kanamori exchange to functions of spin configurations

A `Config M` assigns a Boolean to each orbital, with `true` meaning down, and a `State M` assigns a complex amplitude to each configuration. Orbitals are numbered from 0, so `![true, false]` has orbital 0 down and orbital 1 up. The number k is `downs s` for a configuration, and `HasDowns k ψ` says that ψ vanishes wherever the number of down spins differs from k. The difference M − k is taken in the complex numbers, so it is ordinary subtraction.

The operators are written by their action on amplitudes. The value of `raise ψ` at s collects the amplitudes of all configurations from which turning one down spin up leads to s, which is why its formula sets an up spin to `true`. `lower` does the reverse. `energy` is the matrix element ⟨ψ|H|ψ⟩ without division by the norm. A determinant already has norm one, and the theorem on the gap assumes normalisation through `hn`.

The constant J stands for the Hund exchange coupling, taken equal for all pairs of orbitals. In the rotationally invariant Kanamori interaction, restricted to singly occupied orbitals, an antiparallel pair costs J more than a parallel one, and the spin-flip term exchanges its spins with amplitude −J. Up to a constant, that is J(1 − swap_ij). The model leaves out hopping, crystal-field splitting, empty or doubly occupied orbitals, and couplings that vary from pair to pair.

A non-zero ψ with k down spins and S⁺ψ = 0 has total spin S = M/2 − k and the largest S_z of its multiplet. Such states exist exactly when 2k ≤ M, a standard result of angular-momentum coupling; the file itself constructs one only for M = 2.

## Counting antiparallel pairs

Fix a configuration s with k down spins. Let D be its set of down orbitals and U its set of up orbitals, and write s^(ij) for s with the spins of i and j exchanged. If the two spins are parallel, s^(ij) = s and the pair contributes nothing. Each antiparallel pair can be listed once with its down member first, so

(Hψ)(s) = J Σ_{i∈D} Σ_{j∈U} [ψ(s) − ψ(s^(ij))].

There are k(M − k) such pairs. Writing X for the sum of the exchanged amplitudes ψ(s^(ij)), we get

(Hψ)(s) = J [k(M − k) ψ(s) − X].

This already gives the determinant energy. If ψ is the determinant of s, then ψ(s) = 1, and every antiparallel exchange leads to a different configuration, so X = 0.

In the file, `sum_pairs` turns the sum over i < j into a sum over ordered pairs, and `hund_antiparallel` applies it by going through the four combinations of two spins. `sum_spins` supplies the counts k and M − k. In `determinant_energy`, the step `hne` establishes that exchanging antiparallel spins changes the configuration.

## The extra k comes from flipping the same spin back

Now apply S⁺ and then S⁻. By the definition of S⁻,

(S⁻S⁺ψ)(s) = Σ_{i∈D} (S⁺ψ)(s with i turned up).

In the configuration with i turned up, the up orbitals are i itself and all of U. Evaluating S⁺ψ there means turning one of them down. Choosing i restores s, and choosing j in U produces s^(ij). Hence

(S⁺ψ)(s with i turned up) = ψ(s) + Σ_{j∈U} ψ(s^(ij)).

Summing over the k orbitals in D gives

(S⁻S⁺ψ)(s) = k ψ(s) + X.

Eliminating X from the expression for H yields

(Hψ)(s) = J [k(M − k + 1) ψ(s) − (S⁻S⁺ψ)(s)].

This is `hund_eq_ladder`. The local statement `inner` is the formula for a single i, and the closing calculation sums it over the down orbitals.

If S⁺ψ = 0, the last term vanishes. Where ψ(s) is non-zero, `HasDowns` fixes the number of down spins at k; where ψ(s) is zero, both sides of the eigenvalue equation are zero. These are the two cases in `highest_weight_energy`. Taking the inner product with a normalised ψ gives J k(M − k + 1), and subtracting the determinant energy leaves

J k(M − k + 1) − J k(M − k) = Jk.

The gap therefore has a direct meaning: a determinant has ⟨S⁻S⁺⟩ = k, because each down spin can be raised and lowered again, whereas in the highest-weight state this expectation is zero.

For the two-orbital witness, the two possible spin flips reach the all-up configuration with opposite signs and cancel. The proof has `decide` check the required equalities over the four configurations.

## Two calls to `update` make a swap

The link between ladder operators and exchange is an equality of functions, called `hf` in the file:

`update (update s i false) j true = s ∘ Equiv.swap i j`

`Function.update` changes a function at one argument and leaves it alone elsewhere. The left side is thus two successive spin flips, while the right side relabels the orbitals. They agree because i is down and j is up in s. At i, the left side gives up, which is the old spin of j; at j, it gives down, which is the old spin of i; everywhere else both sides give s.

The proof follows this comparison. `funext x` reduces the equality to one orbital x, the lemmas `Equiv.swap_apply_def` and `update_apply` turn both sides into case distinctions, and `split_ifs <;> simp_all` settles the cases using the known spins. For j = i, the second update undoes the first, and `update_eq_self` recovers s. That separate case is the source of the extra k.

## A half-filled d shell

Take five singly occupied orbitals, M = 5, and suppose that calculations with the same orbitals place the determinant with two down spins 1.2 eV above the all-up determinant. If this exchange model describes the difference, then

J k(M − k) = 6J = 1.2 eV,

so J = 0.2 eV. The S = 1/2 states lie at

J k(M − k + 1) = 8J = 1.6 eV.

Reading the determinant energy as the low-spin energy would miss 0.4 eV, which is Jk. The determinant lies lower because it also contains components of higher spin, which cost less exchange energy.

The same shift appears in the levels of an isolated shell when only density-density interactions are kept. Without the spin-flip term, the configurations themselves are eigenstates with energies Jk(M − k), so within this model of singly occupied orbitals with uniform exchange, the levels standing in for spin S = M/2 − k are too low by Jk when J > 0 and k ≥ 1.
